# In an orthonormal basis, the Dirac matrix β between the states [1; X]R is R†(1 − X†X)R

In a finite orthonormal basis split into large and small components, the Dirac matrix β is 1 on the large components and −1 on the small ones. The declaration takes the states whose coefficients are the columns of [1; X]R and states that the matrix of β between them is R†(1 − X†X)R, the large-component overlap minus the small-component one. `X` and `R` are any complex matrices of the right shapes, so the states need not be normalised, and for a nonzero state the diagonal entry becomes an expectation value only after division by the same entry of R†(1 + X†X)R. The attempt sets out to prove the identity without `R` first, as `core`, by block multiplication, and then to put `R` back by reassociating the products.

The failing Lean file:

```lean
import Mathlib

open Matrix
open scoped ComplexOrder

namespace BetaBlockEqSandwich

noncomputable section

variable {l s : Type*} [Fintype l] [DecidableEq l] [Fintype s] [DecidableEq s]

/-- The Dirac matrix beta: `1` on the large components and `-1` on the small ones. -/
def beta : Matrix (l ⊕ s) (l ⊕ s) ℂ := fromBlocks 1 0 0 (-1)

/-- The electronic states `[1; X] R` built from the coupling matrix `X`, which gives the
small components from the large ones, and the renormalisation matrix `R`. -/
def electronic (X : Matrix s l ℂ) (R : Matrix l l ℂ) : Matrix (l ⊕ s) l ℂ :=
  fromRows (1 : Matrix l l ℂ) X * R

/-- The picture-transformed block of beta: its matrix between the states `[1; X] R`. -/
def betaBlock (X : Matrix s l ℂ) (R : Matrix l l ℂ) : Matrix l l ℂ :=
  (electronic X R)ᴴ * (beta : Matrix (l ⊕ s) (l ⊕ s) ℂ) * electronic X R

/-- The transformed block is the large-component overlap minus the small-component overlap,
`R† (1 - X† X) R`. -/
theorem betaBlock_eq_sandwich (X : Matrix s l ℂ) (R : Matrix l l ℂ) :
    betaBlock X R = Rᴴ * (1 - Xᴴ * X) * R := by
  have core : (fromRows (1 : Matrix l l ℂ) X)ᴴ * beta * fromRows (1 : Matrix l l ℂ) X
      = 1 - Xᴴ * X := by
    rw [conjTranspose_fromRows_eq_fromCols_conjTranspose, beta, fromCols_mul_fromBlocks,
      fromCols_mul_fromRows]
    simp [sub_eq_add_neg]
  rw [betaBlock, electronic, conjTranspose_mul, ← core]
  simp only [Matrix.mul_assoc]

end

end BetaBlockEqSandwich
```

Compiling this gives:

```
Main.lean:28:14: error(lean.synthInstanceFailed): failed to synthesize instance of type class
  HMul (CStarMatrix l (l ⊕ s) ℂ) (Matrix (l ⊕ s) l ℂ) (Matrix l l ℂ)

Hint: Type class instance resolution failures can be inspected with the `set_option trace.Meta.synthInstance true` command.
Main.lean:30:64: error: Tactic `rewrite` failed: Did not find an occurrence of the pattern
  fromCols ?A₁ ?A₂ * fromBlocks ?B₁₁ ?B₁₂ ?B₂₁ ?B₂₂
in the target expression
  1ᴴ.fromCols Xᴴ * fromBlocks 1 0 0 (-1) * fromRows 1 X = 1 - Xᴴ * X

l : Type u_1
s : Type u_2
inst✝³ : Fintype l
inst✝² : DecidableEq l
inst✝¹ : Fintype s
inst✝ : DecidableEq s
X : Matrix s l ℂ
R : Matrix l l ℂ
⊢ 1ᴴ.fromCols Xᴴ * fromBlocks 1 0 0 (-1) * fromRows 1 X = 1 - Xᴴ * X

Note: The target expression is not type-correct under the `implicit` transparency level, which may have triggered the failure. This is usually caused by unfolding of semireducible definitions in prior tactic steps. Use `set_option linter.tacticCheckInstances true` to investigate the source of the issue.
Full error:
  Application type mismatch: The argument
    CStarMatrix.instHMulOfFintypeOfMulOfAddCommMonoid
  has type
    HMul (CStarMatrix l (l ⊕ s) ℂ) (CStarMatrix (l ⊕ s) (l ⊕ s) ℂ) (CStarMatrix l (l ⊕ s) ℂ)
  but is expected to have type
    HMul (Matrix l (l ⊕ s) ℂ) (Matrix (l ⊕ s) (l ⊕ s) ℂ) (CStarMatrix l (l ⊕ s) ℂ)
  in the application
    @HMul.hMul (Matrix l (l ⊕ s) ℂ) (Matrix (l ⊕ s) (l ⊕ s) ℂ) (CStarMatrix l (l ⊕ s) ℂ)
      CStarMatrix.instHMulOfFintypeOfMulOfAddCommMonoid
Main.lean:33:6: error: Failed to rewrite using equation theorems for `betaBlock`
```

The mended proof, as a diff:

```diff
@@ -26,6 +26,6 @@
 theorem betaBlock_eq_sandwich (X : Matrix s l ℂ) (R : Matrix l l ℂ) :
     betaBlock X R = Rᴴ * (1 - Xᴴ * X) * R := by
-  have core : (fromRows (1 : Matrix l l ℂ) X)ᴴ * beta * fromRows (1 : Matrix l l ℂ) X
-      = 1 - Xᴴ * X := by
+  have core : (fromRows (1 : Matrix l l ℂ) X)ᴴ * (beta : Matrix (l ⊕ s) (l ⊕ s) ℂ)
+      * fromRows (1 : Matrix l l ℂ) X = 1 - Xᴴ * X := by
     rw [conjTranspose_fromRows_eq_fromCols_conjTranspose, beta, fromCols_mul_fromBlocks,
       fromCols_mul_fromRows]
```

Cause. In the statement of `core`, `beta` stands without a type, so its two index types must be inferred from the product. The first message shows that Lean gave the product of the conjugate transpose with `beta` the type `CStarMatrix`, which Mathlib defines as a copy of `Matrix` with its own instances. It then found no multiplication of that by an ordinary `Matrix`.

The second message follows from this. The goal seems to contain the pattern of `fromCols_mul_fromBlocks`, but its first product uses the multiplication of `CStarMatrix`, while the lemma is about that of `Matrix`, so the rewrite finds no match.

The third message reports that `betaBlock` could not be unfolded in the main proof. It doesn't say why, but that line is unchanged in the repair and works once `core` is well stated.

The repair writes `(beta : Matrix (l ⊕ s) (l ⊕ s) ℂ)`, as the definition of `betaBlock` already does. With the index types fixed, both products are ordinary matrix products and the rewrites apply. The moved line break is mere tidying.
